# Response of a Fermi occupation to a moving level and chemical potential at fixed temperature

The theorem `hasDerivAt_fermi` concerns the Fermi–Dirac occupation f = 1/(1 + exp((e − μ)/T)) of a single level, as for non-interacting fermions, at a fixed temperature T > 0 in energy units. The level e and the chemical potential μ are real functions of a real parameter, differentiable at x with derivatives e' and μ'. The claim is that T f then has derivative −f(1 − f)(e' − μ') at x, with f taken at x. The proof differentiates the formula by the chain and quotient rules, then uses `linear_combination` to show that the derivative so obtained equals the stated one, from the facts that T and 1 + E, where E is the exponential at x, each multiply their inverses to 1.

As first written in Lean, the proof fails:

```lean
import Mathlib

open Filter Topology

namespace HasDerivAtFermi

noncomputable section

/-- Fermi occupation of a level `ε` at chemical potential `μ` and temperature `T ≠ 0`
(in energy units). -/
def fermi (T μ ε : ℝ) : ℝ := 1 / (1 + Real.exp ((ε - μ) / T))

/-- Response of an occupation at `T > 0`: `T f` changes at the rate `-f (1 - f) (e' - μ')` when
the level and the chemical potential move at the rates `e'` and `μ'`. -/
theorem hasDerivAt_fermi {T x e' μ' : ℝ} {e μ : ℝ → ℝ} (hT : 0 < T)
    (he : HasDerivAt e e' x) (hμ : HasDerivAt μ μ' x) :
    HasDerivAt (fun y => T * fermi T (μ y) (e y))
      (-(fermi T (μ x) (e x) * (1 - fermi T (μ x) (e x)) * (e' - μ'))) x := by
  have h0 : 1 + Real.exp ((e x - μ x) / T) ≠ 0 := by positivity
  have h1 : HasDerivAt (fun y => 1 + Real.exp ((e y - μ y) / T))
      (Real.exp ((e x - μ x) / T) * ((e' - μ') / T)) x :=
    (((he.fun_sub hμ).div_const T).exp).const_add 1
  have h2 := ((hasDerivAt_const x (1 : ℝ)).fun_div h1 h0).const_mul T
  refine h2.congr_deriv ?_
  have hu := mul_inv_cancel₀ h0
  have ht := mul_inv_cancel₀ hT.ne'
  unfold fermi
  generalize Real.exp ((e x - μ x) / T) = E at hu ⊢
  linear_combination (-(E * (e' - μ') * (1 + E)⁻¹ ^ 2)) * ht - (1 + E)⁻¹ * (e' - μ') * hu

end

end HasDerivAtFermi
```

Lean reports:

```
Main.lean:29:2: error: ring failed, ring expressions not equal
T x e' μ' : ℝ
e μ : ℝ → ℝ
hT : 0 < T
he : HasDerivAt e e' x
hμ : HasDerivAt μ μ' x
h0 : 1 + Real.exp ((e x - μ x) / T) ≠ 0
h1 : HasDerivAt (fun y => 1 + Real.exp ((e y - μ y) / T)) (Real.exp ((e x - μ x) / T) * ((e' - μ') / T)) x
h2 :
  HasDerivAt (fun y => T * (1 / (1 + Real.exp ((e y - μ y) / T))))
    (T *
      ((0 * (1 + Real.exp ((e x - μ x) / T)) - 1 * (Real.exp ((e x - μ x) / T) * ((e' - μ') / T))) /
        (1 + Real.exp ((e x - μ x) / T)) ^ 2))
    x
ht : T * T⁻¹ = 1
E : ℝ
hu : (1 + E) * (1 + E)⁻¹ = 1
⊢ -(T * E * e' * T⁻¹ * (1 + E * 2 + E ^ 2)⁻¹) + T * E * e' * T⁻¹ * (1 + E)⁻¹ ^ 2 +
        T * E * μ' * T⁻¹ * (1 + E * 2 + E ^ 2)⁻¹ -
      T * E * μ' * T⁻¹ * (1 + E)⁻¹ ^ 2 =
    0
```

What went wrong. The error comes from the `ring` check that ends `linear_combination`. The quotient rule leaves a division by `(1 + E) ^ 2`. `ring` multiplies out that square before inverting it, and then treats the inverse of the resulting sum as an indivisible quantity, `(1 + E * 2 + E ^ 2)⁻¹`. The coefficients supplied to `linear_combination` contain `(1 + E)⁻¹ ^ 2` instead. The two are equal, but `ring` does not identify them, so the terms left in the goal, which would cancel in pairs, remain.

The added line rewrites the goal before `ring` sees it. `div_eq_mul_inv` turns the division by `(1 + E) ^ 2` into multiplication by `((1 + E) ^ 2)⁻¹`, and `← inv_pow` turns that into `(1 + E)⁻¹ ^ 2`. Now only `(1 + E)⁻¹` and its powers occur, the terms cancel, and the original `linear_combination` works unchanged.

After these edits no error is left:

```diff
@@ -27,4 +27,5 @@
   unfold fermi
   generalize Real.exp ((e x - μ x) / T) = E at hu ⊢
+  rw [div_eq_mul_inv _ ((1 + E) ^ 2), ← inv_pow]
   linear_combination (-(E * (e' - μ') * (1 + E)⁻¹ ^ 2)) * ht - (1 + E)⁻¹ * (e' - μ') * hu
 
```
